# The multiplicities of all spin multiplets of n singly occupied orbitals add up to 2ⁿ

## Microstates, levels and multiplets

Let \(n\) spatial orbitals hold one electron each. A spin microstate assigns up or down to every electron, and it is fixed by the set \(d\) of orbitals whose spin is down. Since the orbitals are distinct, the Pauli principle excludes none of these assignments, and there are \(2^n\) of them.

The number of down spins is written \(k\). With \(n-k\) spins up, the total projection \(M\) satisfies

\[
2M=(n-k)-k=n-2k .
\]

The microstates with the same \(k\) form a level. Here "level" means a fixed value of \(M\) and not an energy.

A multiplet of total spin \(S\) consists of \(2S+1\) states, one for each \(M=-S,-S+1,\dots,S\). The possible spins are labelled by an integer \(j\) through \(2S=n-2j\), with \(0\le j\le\lfloor n/2\rfloor\). Such a multiplet has a state in level \(k\) exactly when \(|n-2k|\le n-2j\), which is the pair of conditions

\[
j\le k\quad\text{and}\quad j+k\le n .
\]

The multiplet numbers are given by

\[
f(n,0)=1,\qquad f(n,k)=\binom nk-\binom n{k-1}\quad(k\ge1).
\]

For \(2k\le n\), \(f(n,k)\) is the number of multiplets with \(2S=n-2k\). For larger \(k\) the formula still returns an integer, which is zero or negative and describes no multiplet.

In spin-adapted configuration interaction, \(f(n,k)\) is the number of independent spin functions with given \(S\) and \(M\) for one fixed set of \(n\) singly occupied orbitals; the count involves spin only and contains no energies and no spatial symmetry.

## What is stated, and in which terms

The main result is

\[
\sum_{k=0}^{\lfloor n/2\rfloor}(n-2k+1)\,f(n,k)=2^n ,
\]

where the weight \(n-2k+1\) is the multiplicity \(2S+1\). In Lean this is `sum_multiplicity_mul_multiplets`. It holds for every natural number \(n\), including \(n=0\), where both sides are 1. The range `range (n / 2 + 1)` runs from 0 to \(\lfloor n/2\rfloor\), because division of natural numbers rounds down. The weights and the multiplet numbers are integers, so the subtractions are ordinary ones.

Three definitions carry the physics.

- `levelCount n k` is the size of level \(k\). A microstate is a `Finset (Fin n)`, the set of orbitals with spin down, and the definition counts those sets that have \(k\) elements.
- `levelStates n g k` is the size that level \(k\) would have if there were `g j` multiplets with \(2S=n-2j\) for each allowed \(j\). It adds `g j` whenever \(j\le k\) and \(j+k\le n\).
- `multiplets n k` is \(f(n,k)\), with values in the integers.

Around the main sum stand five further statements about these objects.

1. `level_decomposition`: for every \(k\le n\), the numbers \(f(n,j)\) predict the correct size of level \(k\).
2. `multiplets_unique`: if integers \(g_j\) predict the correct size of every level with \(2k\le n\), then \(g_k=f(n,k)\) for all these \(k\). The levels with \(M\ge0\) are therefore enough to fix the multiplet numbers, and no sign condition on \(g\) is needed.
3. `multiplets_closed_form`: \((n-k+1)f(n,k)=(n-2k+1)\binom nk\) for all \(n\) and \(k\).
4. `multiplets_pos`: \(f(n,k)>0\) whenever \(2k\le n\), so each allowed spin occurs.
5. `multiplets_branching`: \(f(n+1,k+1)=f(n,k+1)+f(n,k)\).

The file contains no spin operators and no Hilbert space. That the spin states can be organised into multiplets, each with one state per value of \(M\) from \(-S\) to \(S\), is a result of angular momentum theory. It enters through the definition of `levelStates` and is not derived. Given this rule, the first two statements show that the formula for \(f\) is forced by the sizes of the levels.

## Level sizes fix the multiplet numbers

Choosing a microstate with \(k\) down spins means choosing \(k\) orbitals out of \(n\), so level \(k\) has \(\binom nk\) members.

Now suppose that there are \(g_j\) multiplets with \(2S=n-2j\). Level \(k\), with \(k\le n\), receives one state from each multiplet with \(j\le k\) and \(j\le n-k\). Its predicted size is

\[
\sum_{j=0}^{\min(k,\,n-k)} g_j .
\]

For \(g_j=f(n,j)\) the sum telescopes. For every \(m\ge0\),

\[
\sum_{j=0}^{m} f(n,j)
=1+\sum_{j=1}^{m}\left[\binom nj-\binom n{j-1}\right]
=1+\binom nm-\binom n0=\binom nm .
\]

If \(k\le n-k\), the upper limit is \(k\) and the prediction is \(\binom nk\), as required. If \(n-k\le k\), the upper limit is \(n-k\) and the prediction is \(\binom n{n-k}=\binom nk\). This symmetry says that the levels \(M\) and \(-M\) are equally large.

Conversely, let \(g\) predict the correct sizes for all \(k\) with \(2k\le n\). Then \(\min(k,n-k)=k\), and

\[
\sum_{j=0}^{k} g_j=\binom nk .
\]

For \(k=0\) this gives \(g_0=1\). For \(k\ge1\), subtracting the same equation for \(k-1\) leaves

\[
g_k=\binom nk-\binom n{k-1}=f(n,k).
\]

In physical terms, level \(k\) contains one state from every multiplet with \(S\ge M\), and level \(k-1\) contains one from every multiplet with \(S\ge M+1\). The difference counts the multiplets with \(S=M\).

## Summing over all levels

Let \(m\) run over the levels \(0,\dots,n\). A multiplet with label \(j\) has states in the levels \(m=j,\dots,n-j\), which are \(n-2j+1\) levels. Its weight can therefore be written as a sum of ones over these levels, and the two sums can be exchanged:

\[
\sum_{j=0}^{\lfloor n/2\rfloor}(n-2j+1)f(n,j)
=\sum_{j=0}^{\lfloor n/2\rfloor}\ \sum_{m=j}^{n-j}f(n,j)
=\sum_{m=0}^{n}\ \sum_{\substack{j\le m\\ j+m\le n}}f(n,j).
\]

The inner sum on the right is the predicted size of level \(m\), which has just been shown to be \(\binom nm\). The binomial theorem then gives

\[
\sum_{m=0}^{n}\binom nm=(1+1)^n=2^n .
\]

## Positivity and the addition of one orbital

For \(k\ge1\), neighbouring binomial coefficients satisfy \(k\binom nk=(n-k+1)\binom n{k-1}\). Hence

\[
(n-k+1)f(n,k)=(n-k+1)\binom nk-k\binom nk=(n-2k+1)\binom nk .
\]

For \(k=0\) both sides equal \(n+1\). If \(2k\le n\), the factors \(n-k+1\), \(n-2k+1\) and \(\binom nk\) are all positive, and so is \(f(n,k)\).

For the branching rule with \(k\ge1\), Pascal's rule gives

\[
\begin{aligned}
f(n+1,k+1)&=\binom{n+1}{k+1}-\binom{n+1}{k}\\
&=\binom nk+\binom n{k+1}-\binom n{k-1}-\binom nk\\
&=\left[\binom n{k+1}-\binom nk\right]+\left[\binom nk-\binom n{k-1}\right]\\
&=f(n,k+1)+f(n,k).
\end{aligned}
\]

For \(k=0\) the left side is \((n+1)-1=n\) and the right side is \((n-1)+1=n\).

The rule matches the coupling of one more spin \(\tfrac12\). The new multiplets have \(2S=n-2k-1\). They arise from old ones with \(2S=n-2k-2\), whose spin is raised by \(\tfrac12\), and from old ones with \(2S=n-2k\), whose spin is lowered by \(\tfrac12\). When the new spin is zero, the first source does not exist, and \(f(n,k+1)\) is indeed zero there.

## The complete Lean file

```lean
import Mathlib

open Finset

namespace SpinMultipletCounting

/-- The number of spin microstates of `n` singly occupied orbitals with exactly `k` spins down;
a microstate is given by the set `d` of orbitals whose spin is down. -/
def levelCount (n k : ℕ) : ℕ :=
  (univ.filter (fun d : Finset (Fin n) => d.card = k)).card

/-- The number of states with `k` spins down (`2M = n - 2k`) supplied by `g j` multiplets of
spin `2S = n - 2j` for each `j ≤ n/2`: a multiplet has one state for each `k` from `j` to
`n - j`. -/
def levelStates (n : ℕ) (g : ℕ → ℤ) (k : ℕ) : ℤ :=
  ∑ j ∈ range (n / 2 + 1), if j ≤ k ∧ j + k ≤ n then g j else 0

/-- The counting function `f(n,0) = 1`, `f(n,k) = C(n,k) - C(n,k-1)`, for multiplets with
`2S = n - 2k`, where `2k ≤ n`. -/
def multiplets (n : ℕ) : ℕ → ℤ
  | 0 => 1
  | k + 1 => (n.choose (k + 1) : ℤ) - (n.choose k : ℤ)

/-- There are `C(n,k)` microstates with `k` spins down. -/
theorem levelCount_eq_choose (n k : ℕ) : levelCount n k = n.choose k := by
  have h : univ.filter (fun d : Finset (Fin n) => d.card = k) = powersetCard k univ := by
    ext d
    simp [mem_powersetCard]
  rw [levelCount, h, card_powersetCard, card_univ, Fintype.card_fin]

/-- A level with `k ≤ n` spins down receives one state from each multiplet with
`j ≤ min(k, n - k)`, that is, with `S ≥ |M|`. -/
theorem levelStates_eq_sum (n : ℕ) (g : ℕ → ℤ) (k : ℕ) (hk : k ≤ n) :
    levelStates n g k = ∑ j ∈ range (min k (n - k) + 1), g j := by
  have h : (range (n / 2 + 1)).filter (fun j => j ≤ k ∧ j + k ≤ n)
      = range (min k (n - k) + 1) := by
    ext j
    simp only [mem_filter, mem_range]
    omega
  rw [levelStates, ← sum_filter, h]

/-- The multiplet numbers `f(n,j)` reproduce the number of microstates in every level
`k ≤ n`. -/
theorem level_decomposition (n k : ℕ) (hk : k ≤ n) :
    (levelCount n k : ℤ) = levelStates n (multiplets n) k := by
  -- the partial sums of the multiplet numbers telescope
  have tele : ∀ m : ℕ, ∑ j ∈ range (m + 1), multiplets n j = (n.choose m : ℤ) := by
    intro m
    induction m with
    | zero => simp [multiplets]
    | succ m ih =>
      rw [sum_range_succ, ih]
      simp only [multiplets]
      ring
  rw [levelCount_eq_choose, levelStates_eq_sum n _ k hk, tele]
  -- levels with M and -M are equally large
  rcases le_total k (n - k) with h | h
  · rw [min_eq_left h]
  · rw [min_eq_right h, Nat.choose_symm hk]

/-- If multiplet numbers `g` reproduce the number of microstates in every level with `2k ≤ n`
(`M ≥ 0`), then `g k = f(n,k)` for all these `k`. -/
theorem multiplets_unique (n : ℕ) (g : ℕ → ℤ)
    (h : ∀ k, 2 * k ≤ n → (levelCount n k : ℤ) = levelStates n g k) :
    ∀ k, 2 * k ≤ n → g k = multiplets n k := by
  have hs : ∀ k, 2 * k ≤ n → ∑ j ∈ range (k + 1), g j = (n.choose k : ℤ) := by
    intro k hk
    have h1 := h k hk
    rw [levelCount_eq_choose, levelStates_eq_sum n g k (by omega),
      min_eq_left (by omega)] at h1
    exact h1.symm
  intro k hk
  -- subtract the neighbouring level with larger M
  cases k with
  | zero => simpa [multiplets] using hs 0 hk
  | succ k =>
    have h1 := hs (k + 1) hk
    rw [sum_range_succ, hs k (by omega)] at h1
    simp only [multiplets]
    linarith

/-- The multiplets of `n` singly occupied orbitals, each counted with its `2S + 1 = n - 2k + 1`
states, together contain `2^n` states. -/
theorem sum_multiplicity_mul_multiplets (n : ℕ) :
    ∑ k ∈ range (n / 2 + 1), ((n : ℤ) - 2 * k + 1) * multiplets n k = 2 ^ n := by
  calc ∑ k ∈ range (n / 2 + 1), ((n : ℤ) - 2 * k + 1) * multiplets n k
      = ∑ j ∈ range (n / 2 + 1), ∑ m ∈ range (n + 1),
          if j ≤ m ∧ j + m ≤ n then multiplets n j else 0 := by
        -- a multiplet has one state in each of its 2S + 1 levels
        refine sum_congr rfl fun j hj => ?_
        rw [mem_range] at hj
        have h : (range (n + 1)).filter (fun m => j ≤ m ∧ j + m ≤ n) = Icc j (n - j) := by
          ext m
          simp only [mem_filter, mem_range, mem_Icc]
          omega
        rw [← sum_filter, h, sum_const, Nat.card_Icc, nsmul_eq_mul]
        congr 1
        omega
    _ = ∑ m ∈ range (n + 1), levelStates n (multiplets n) m := sum_comm
    _ = ∑ m ∈ range (n + 1), (n.choose m : ℤ) := by
        refine sum_congr rfl fun m hm => ?_
        rw [mem_range] at hm
        rw [← level_decomposition n m (by omega), levelCount_eq_choose]
    _ = 2 ^ n := by exact_mod_cast Nat.sum_range_choose n

/-- The counting function satisfies `(n - k + 1) f(n,k) = (n - 2k + 1) C(n,k)`. -/
theorem multiplets_closed_form (n k : ℕ) :
    ((n : ℤ) - k + 1) * multiplets n k = ((n : ℤ) - 2 * k + 1) * (n.choose k : ℤ) := by
  cases k with
  | zero => simp [multiplets]
  | succ k =>
    -- ratio of neighbouring binomial coefficients
    have h : (n.choose (k + 1) : ℤ) * ((k : ℤ) + 1) = (n.choose k : ℤ) * ((n : ℤ) - k) := by
      rcases le_or_gt k n with hk | hk
      · have h1 := Nat.choose_succ_right_eq n k
        zify [hk] at h1
        exact h1
      · simp [Nat.choose_eq_zero_of_lt hk, Nat.choose_eq_zero_of_lt (show n < k + 1 by omega)]
    simp only [multiplets]
    push_cast
    linear_combination h

/-- For every `k` with `2k ≤ n` there is at least one multiplet of spin `2S = n - 2k`. -/
theorem multiplets_pos (n k : ℕ) (hk : 2 * k ≤ n) : 0 < multiplets n k := by
  have hc : (0 : ℤ) < (n.choose k : ℤ) := by
    exact_mod_cast Nat.choose_pos (show k ≤ n by omega)
  have h1 : (0 : ℤ) < (n : ℤ) - k + 1 := by omega
  have h2 : (0 : ℤ) < (n : ℤ) - 2 * k + 1 := by omega
  have h3 := multiplets_closed_form n k
  by_contra hneg
  have h4 : 0 ≤ -multiplets n k := by linarith [not_lt.mp hneg]
  nlinarith [mul_pos h2 hc, mul_nonneg h1.le h4]

/-- Branching rule for one more singly occupied orbital:
`f(n+1,k+1) = f(n,k+1) + f(n,k)`. -/
theorem multiplets_branching (n k : ℕ) :
    multiplets (n + 1) (k + 1) = multiplets n (k + 1) + multiplets n k := by
  cases k with
  | zero => simp [multiplets]
  | succ k =>
    simp only [multiplets, Nat.choose_succ_succ']
    push_cast
    ring

end SpinMultipletCounting
```

```lean
#print axioms SpinMultipletCounting.multiplets_unique
#print axioms SpinMultipletCounting.sum_multiplicity_mul_multiplets
#print axioms SpinMultipletCounting.multiplets_pos
#print axioms SpinMultipletCounting.multiplets_branching
```

```
'SpinMultipletCounting.multiplets_unique' depends on axioms: [propext, Classical.choice, Quot.sound]
'SpinMultipletCounting.sum_multiplicity_mul_multiplets' depends on axioms: [propext, Classical.choice, Quot.sound]
'SpinMultipletCounting.multiplets_pos' depends on axioms: [propext, Classical.choice, Quot.sound]
'SpinMultipletCounting.multiplets_branching' depends on axioms: [propext]
```

## From subsets to level sizes in Lean

`levelCount_eq_choose` identifies the filtered collection of subsets with `powersetCard k univ`, the collection of all \(k\)-element subsets of the orbitals. Mathlib knows the size of that collection, and the rewriting turns it into `n.choose k`.

`levelStates_eq_sum` converts the condition inside `levelStates` into an upper limit of summation. The statement `h` says that the labels \(j\le\lfloor n/2\rfloor\) with \(j\le k\) and \(j+k\le n\) are exactly those up to \(\min(k,n-k)\). After `ext j` this is a question about linear inequalities between natural numbers, which `omega` decides.

In `level_decomposition`, the local result `tele` is the telescoping sum, proved by induction on the upper limit `m`. In the induction step `sum_range_succ` splits off the last term, and `ring` cancels the two copies of \(\binom nm\). The command `rcases le_total k (n - k)` then separates the two cases of the minimum. In the second case `Nat.choose_symm` supplies the symmetry between \(M\) and \(-M\).

`multiplets_unique` first derives `hs`, the equation for the partial sums of \(g\). The case `zero` reads off \(g_0\). The case `succ` splits the last term from the sum up to `k + 1`, replaces the remaining sum by \(\binom nk\), and lets `linarith` perform the subtraction of neighbouring levels.

## The double sum and the remaining identities in Lean

The proof of `sum_multiplicity_mul_multiplets` is a `calc` chain of four equalities, in the same order as the derivation.

The first equality replaces the weight by a sum over levels. For a fixed label `j`, the statement `h` identifies the levels that the multiplet reaches with the interval `Icc j (n - j)`. A constant summed over this interval is the constant times the number of levels, and the last `omega` confirms that this number is \(n-2j+1\). It uses the bound \(j\le\lfloor n/2\rfloor\) from `hj`.

The second equality is `sum_comm`, the exchange of the two sums; the inner sum is then `levelStates` by definition. The third applies `level_decomposition` and `levelCount_eq_choose` to each level. The fourth is Mathlib's sum of a row of binomial coefficients, `Nat.sum_range_choose`, carried over to the integers by `exact_mod_cast`.

In `multiplets_closed_form` the case `succ` works with `k + 1` in place of \(k\), so the ratio of neighbouring coefficients appears as \((k+1)\binom n{k+1}=(n-k)\binom nk\). For \(k\le n\) it comes from `Nat.choose_succ_right_eq`, and for \(k>n\) both coefficients vanish. The identity for \(f\) differs from this relation only by algebra, which `linear_combination h` carries out.

`multiplets_pos` argues by contradiction. If \(f(n,k)\le0\), the left side of the closed form is at most zero, while the right side is a product of positive factors. The two products are handed to `nlinarith`, which finds the conflict.

`multiplets_branching` treats \(k=0\) separately because \(f(n,0)\) has its own defining clause. In the other case `Nat.choose_succ_succ'` is Pascal's rule, and `ring` collects the terms.
